# Schubert's sparse Broyden update is the smallest Frobenius change that keeps the pattern and meets a solvable secant equation

Broyden's method for a system $F(x)=0$ carries a matrix $B$ that approximates the Jacobian. After a step $s$ that changes $F$ by $y$, it adds $(y-Bs)\,s^{T}/(s\cdot s)$ to $B$, so that the new matrix maps $s$ to $y$. If each equation involves only a few unknowns, most Jacobian entries are known to be zero, and this correction overwrites them: its $(i,j)$ entry is nonzero wherever the residual $(y-Bs)_i$ and the step component $s_j$ both are. Deleting the unwanted entries afterwards restores the zeros, but in general the matrix then no longer maps $s$ to $y$.

Schubert's update corrects each row along only the part of the step which that row can see. It keeps the zeros and satisfies the secant equation whenever some matrix with the same zeros can do so, and among all such matrices it lies closest to $B$.

## Patterns, restricted steps and the distance between matrices

Matrices are real, with rows indexed by `m` and columns by `n`. The columns are finite in number; the rows need to be so only where a Frobenius norm is taken. The matrix need not be square.

In Lean 4 with Mathlib:

```lean
import Mathlib

open Matrix

namespace SchubertUpdate

noncomputable section

variable {m n : Type*} [Fintype n] [DecidableEq n]
```

The pattern assigns to each row $i$ a finite set $S_i$ of columns. A matrix $M$ is supported on it if $M_{ij}=0$ for every $j\notin S_i$. Entries inside the pattern are free, and may also be zero. In the application, $S_i$ lists the unknowns on which $F_i$ may depend.

```lean
/-- A matrix is supported on the pattern `S` if row `i` vanishes outside the columns `S i`. -/
def Supported (S : m → Finset n) (M : Matrix m n ℝ) : Prop :=
  ∀ i j, j ∉ S i → M i j = 0
```

The restricted step $s(i)$ is the step as row $i$ sees it:

$$s(i)_j=\begin{cases}s_j, & j\in S_i,\\ 0, & j\notin S_i.\end{cases}$$

In the code it is `restrict S s i`, still a vector over all columns.

```lean
/-- The step `s` restricted to the pattern of row `i`: entries outside `S i` are set to zero. -/
def restrict (S : m → Finset n) (s : n → ℝ) (i : m) : n → ℝ :=
  fun j => if j ∈ S i then s j else 0
```

Distances are measured by $\|M\|_F^2=\sum_{ij}M_{ij}^2$. Comparing squares is the same as comparing norms, since norms are nonnegative.

```lean
/-- The squared Frobenius norm, the sum of the squares of all entries. -/
def frobSq [Fintype m] (M : Matrix m n ℝ) : ℝ := ∑ i, ∑ j, M i j ^ 2
```

## The row-by-row correction

Row $i$ of $B$ misses its target by $(y-Bs)_i$. Its correction is a multiple $c_i$ of $s(i)$, with

$$c_i=\frac{(y-Bs)_i}{\|s(i)\|^2}\quad\text{if } s(i)\neq 0,\qquad c_i=0\quad\text{if } s(i)=0.$$

```lean
/-- The residual of row `i` divided by the squared norm of the restricted step,
and zero if the restricted step vanishes. -/
def rowCoeff (S : m → Finset n) (B : Matrix m n ℝ) (s : n → ℝ) (y : m → ℝ) (i : m) : ℝ :=
  if restrict S s i = 0 then 0 else (y - B *ᵥ s) i / ∑ j, restrict S s i j ^ 2
```

The updated matrix $B^+$, written `schubert S B s y`, has entries

$$B^+_{ij}=B_{ij}+c_i\,s(i)_j .$$

```lean
/-- The Schubert update: each row of `B` is corrected along its own restricted step. -/
def schubert (S : m → Finset n) (B : Matrix m n ℝ) (s : n → ℝ) (y : m → ℝ) :
    Matrix m n ℝ :=
  fun i j => B i j + rowCoeff S B s y i * restrict S s i j
```

## The update meets the secant equation

If $M$ is supported, the terms of $(Ms)_i=\sum_j M_{ij}s_j$ with $j\notin S_i$ vanish, and in the remaining terms $s_j=s(i)_j$. Hence

$$(Ms)_i=\sum_j M_{ij}\,s(i)_j .$$

The proof compares the two sums term by term, according to whether $j$ lies in $S_i$.

```lean
variable {S : m → Finset n} {A B M : Matrix m n ℝ} {s : n → ℝ} {y : m → ℝ}

/-- Row `i` of a supported matrix acts on the step only through the restricted step. -/
theorem mulVec_eq_restrict (hM : Supported S M) (s : n → ℝ) (i : m) :
    (M *ᵥ s) i = ∑ j, M i j * restrict S s i j := by
  simp only [Matrix.mulVec, dotProduct]
  refine Finset.sum_congr rfl fun j _ => ?_
  by_cases h : j ∈ S i
  · simp [restrict, h]
  · simp [restrict, h, hM i j h]
```

For $s(i)\neq0$, the definition of $c_i$ gives $c_i\|s(i)\|^2=(y-Bs)_i$. The cancellation needs $\|s(i)\|^2\neq0$. This holds because a sum of squares vanishes only if every term does, which would make $s(i)$ zero.

```lean
/-- If the restricted step of row `i` is nonzero, the row coefficient times its squared norm
is the residual of that row. -/
theorem rowCoeff_mul (B : Matrix m n ℝ) (y : m → ℝ) {i : m} (h : restrict S s i ≠ 0) :
    rowCoeff S B s y i * ∑ j, restrict S s i j ^ 2 = (y - B *ᵥ s) i := by
  have hN : ∑ j, restrict S s i j ^ 2 ≠ 0 := by
    intro h0
    apply h
    funext j
    have hj := (Finset.sum_eq_zero_iff_of_nonneg
      (fun j _ => sq_nonneg (restrict S s i j))).mp h0 j (Finset.mem_univ j)
    exact (pow_eq_zero_iff two_ne_zero).mp hj
  rw [rowCoeff, if_neg h, div_mul_cancel₀ _ hN]
```

The correction respects the pattern: for $j\notin S_i$ both $B_{ij}$ and $s(i)_j$ are zero, so $B^+_{ij}=0$.

```lean
/-- The Schubert update of a supported matrix is supported on the same pattern. -/
theorem supported_schubert (hB : Supported S B) : Supported S (schubert S B s y) := by
  intro i j h
  simp [schubert, restrict, h, hB i j h]
```

Now apply the formula for supported matrices to $B^+$. If $s(i)\neq0$,

$$(B^+s)_i=\sum_j\bigl(B_{ij}+c_i\,s(i)_j\bigr)s(i)_j=(Bs)_i+c_i\|s(i)\|^2=(Bs)_i+(y-Bs)_i=y_i .$$

If $s(i)=0$, every supported matrix gives $0$ in row $i$, so the secant equation needs $y_i=0$. This is the hypothesis `hy`. It stands for a simple property of the equations: if $F_i$ depends only on the unknowns in $S_i$, and none of them moved, then $F_i$ did not change. The `calc` block follows the displayed chain.

```lean
/-- The Schubert update of a supported matrix maps `s` to `y`, provided `y` vanishes in every
row whose restricted step vanishes. -/
theorem schubert_secant (hB : Supported S B) (hy : ∀ i, restrict S s i = 0 → y i = 0) :
    schubert S B s y *ᵥ s = y := by
  funext i
  rw [mulVec_eq_restrict (supported_schubert hB) s i]
  by_cases h : restrict S s i = 0
  · rw [hy i h]
    simp [h]
  · -- the correction of the row supplies exactly the missing residual
    calc ∑ j, schubert S B s y i j * restrict S s i j
        = ∑ j, (B i j * restrict S s i j
            + rowCoeff S B s y i * restrict S s i j ^ 2) :=
          Finset.sum_congr rfl fun j _ => by simp only [schubert]; ring
      _ = (B *ᵥ s) i + rowCoeff S B s y i * ∑ j, restrict S s i j ^ 2 := by
          rw [Finset.sum_add_distrib, ← Finset.mul_sum, mulVec_eq_restrict hB s i]
      _ = y i := by rw [rowCoeff_mul B y h, Pi.sub_apply]; ring
```

The condition on $y$ is exactly what solvability requires. If a supported $A$ satisfies $As=y$, then $s(i)=0$ forces $y_i=(As)_i=0$. Conversely, if $y$ satisfies the condition, updating the zero matrix produces a supported solution.

```lean
/-- Some supported matrix maps `s` to `y` exactly when `y` vanishes in every row whose
restricted step vanishes. -/
theorem secant_solvable_iff :
    (∃ A : Matrix m n ℝ, Supported S A ∧ A *ᵥ s = y) ↔
      ∀ i, restrict S s i = 0 → y i = 0 := by
  constructor
  · rintro ⟨A, hA, hAs⟩ i h
    rw [← hAs, mulVec_eq_restrict hA s i]
    simp [h]
  · intro hy
    have h0 : Supported S (0 : Matrix m n ℝ) := fun _ _ _ => rfl
    exact ⟨schubert S 0 s y, supported_schubert h0, schubert_secant h0 hy⟩
```

## A right angle in every row

Let $A$ be any supported matrix with $As=y$. The update satisfies the same equation, so

$$\sum_j (A_{ij}-B^+_{ij})\,s(i)_j=(As)_i-(B^+s)_i=0 .$$

The difference $A-B^+$ is therefore orthogonal to $s(i)$ in row $i$, while $B^+-B$ is parallel to it. Expanding the square of $A-B=(A-B^+)+(B^+-B)$ in that row gives

$$\sum_j(A_{ij}-B_{ij})^2=\sum_j(A_{ij}-B^+_{ij})^2+\sum_j(B^+_{ij}-B_{ij})^2+2c_i\sum_j(A_{ij}-B^+_{ij})\,s(i)_j ,$$

and the last sum is zero. Adding the rows yields

$$\|A-B\|_F^2=\|A-B^+\|_F^2+\|B^+-B\|_F^2 .$$

In the proof, `hcross` is the orthogonality, and `linear_combination` checks the expansion of the square for a single entry. Rows with $s(i)=0$ need no separate treatment.

```lean
/-- Pythagoras for the update: for supported `A` and `B` with `A s = y`, the squared distance
from `B` to `A` is the squared distance from the update to `A` plus that from `B` to the update. -/
theorem schubert_pythagoras [Fintype m] (hB : Supported S B) (hA : Supported S A)
    (hAs : A *ᵥ s = y) :
    frobSq (A - B) = frobSq (A - schubert S B s y) + frobSq (schubert S B s y - B) := by
  have hU := schubert_secant hB (secant_solvable_iff.mp ⟨A, hA, hAs⟩)
  simp only [frobSq, Matrix.sub_apply]
  rw [← Finset.sum_add_distrib]
  refine Finset.sum_congr rfl fun i _ => ?_
  -- both matrices satisfy the secant equation, so their difference is orthogonal to the step
  have hcross : ∑ j, (A i j - schubert S B s y i j) * restrict S s i j = 0 := by
    simp only [sub_mul, Finset.sum_sub_distrib]
    rw [← mulVec_eq_restrict hA s i, ← mulVec_eq_restrict (supported_schubert hB) s i,
      hAs, hU, sub_self]
  calc ∑ j, (A i j - B i j) ^ 2
      = ∑ j, ((A i j - schubert S B s y i j) ^ 2 + (schubert S B s y i j - B i j) ^ 2
          + 2 * rowCoeff S B s y i
            * ((A i j - schubert S B s y i j) * restrict S s i j)) := by
        refine Finset.sum_congr rfl fun j _ => ?_
        have hu : schubert S B s y i j
            = B i j + rowCoeff S B s y i * restrict S s i j := rfl
        linear_combination 2 * (A i j - schubert S B s y i j) * hu
    _ = _ := by
        rw [Finset.sum_add_distrib, Finset.sum_add_distrib, ← Finset.mul_sum, hcross,
          mul_zero, add_zero]
```

## Strict minimality and a shrinking error

To get strict inequalities from this identity, one needs a nonzero matrix to have positive squared norm. If the norm were zero, each row sum would vanish, and then each entry.

```lean
omit [DecidableEq n] in
/-- A nonzero matrix has positive squared Frobenius norm. -/
theorem frobSq_pos [Fintype m] (hM : M ≠ 0) : 0 < frobSq M := by
  have hrow : ∀ i ∈ Finset.univ, 0 ≤ ∑ j, M i j ^ 2 :=
    fun i _ => Finset.sum_nonneg fun j _ => sq_nonneg _
  refine lt_of_le_of_ne (Finset.sum_nonneg hrow) fun h => hM ?_
  ext i j
  have hi := (Finset.sum_eq_zero_iff_of_nonneg hrow).mp h.symm i (Finset.mem_univ i)
  have hj := (Finset.sum_eq_zero_iff_of_nonneg
    (fun j _ => sq_nonneg (M i j))).mp hi j (Finset.mem_univ j)
  exact (pow_eq_zero_iff two_ne_zero).mp hj
```

Let $C$ be a supported matrix with $Cs=y$ and $C\neq B^+$. The identity with $C$ in place of $A$ gives

$$\|C-B\|_F^2=\|C-B^+\|_F^2+\|B^+-B\|_F^2>\|B^+-B\|_F^2 .$$

The theorem assumes that $B$ is supported and that $y$ satisfies the solvability condition. Its three conclusions are that the update is supported, that it maps $s$ to $y$, and that every other matrix with these two properties is strictly farther from $B$. The minimiser is therefore unique.

```lean
/-- Let `B` be supported and let `y` vanish in every row whose restricted step vanishes. Then the
Schubert update is supported, maps `s` to `y`, and is strictly closer to `B` in Frobenius norm
than every other supported matrix that maps `s` to `y`. -/
theorem schubert_unique_closest [Fintype m] (hB : Supported S B)
    (hy : ∀ i, restrict S s i = 0 → y i = 0) :
    Supported S (schubert S B s y) ∧ schubert S B s y *ᵥ s = y ∧
      ∀ C : Matrix m n ℝ, Supported S C → C *ᵥ s = y → C ≠ schubert S B s y →
        frobSq (schubert S B s y - B) < frobSq (C - B) := by
  refine ⟨supported_schubert hB, schubert_secant hB hy, fun C hC hCs hne => ?_⟩
  have hp := schubert_pythagoras hB hC hCs
  have hpos := frobSq_pos (sub_ne_zero.mpr hne)
  linarith
```

The same identity can be read from the side of $A$. If $Bs\neq y$, then $B^+\neq B$, because $B^+$ does satisfy the secant equation. The term $\|B^+-B\|_F^2$ is then positive, and

$$\|A-B^+\|_F^2<\|A-B\|_F^2 .$$

For a linear system, $A$ can be the true coefficient matrix. For a continuously differentiable $F$ whose Jacobian keeps the pattern, it can be the Jacobian averaged along the segment of the step, which generally differs from one step to the next. The inequality concerns one update and one such $A$; it is not a convergence theorem for the iteration.

```lean
/-- If `A` and `B` are supported, `A s = y` and `B s ≠ y`, the update is strictly closer to `A`
in Frobenius norm than `B` was. -/
theorem schubert_error_decreases [Fintype m] (hB : Supported S B) (hA : Supported S A)
    (hAs : A *ᵥ s = y) (hBs : B *ᵥ s ≠ y) :
    frobSq (A - schubert S B s y) < frobSq (A - B) := by
  have hU := schubert_secant hB (secant_solvable_iff.mp ⟨A, hA, hAs⟩)
  have hne : schubert S B s y ≠ B := by
    intro h
    rw [h] at hU
    exact hBs hU
  have hp := schubert_pythagoras hB hA hAs
  have hpos := frobSq_pos (sub_ne_zero.mpr hne)
  linarith
```

The update is of interest for locally coupled nonlinear equations whose derivatives are costly or unavailable. Where the sparse Jacobian has a simple closed form, as in a standard finite-difference Poisson–Boltzmann problem, Newton's method can use it directly. The theorems guarantee that the pattern of $B$ is kept; they do not address symmetry or invertibility of $B^+$.

## Two equations, one of which sees one unknown

Let the first row use both columns and the second row only column 2, and take

$$B=\begin{pmatrix}1&0\\0&1\end{pmatrix},\qquad s=\begin{pmatrix}1\\2\end{pmatrix},\qquad y=\begin{pmatrix}6\\4\end{pmatrix},\qquad y-Bs=\begin{pmatrix}5\\2\end{pmatrix}.$$

Broyden's correction changes the second row to $(0.4,\,1.8)$, which fills the forbidden entry. Deleting the $0.4$ leaves $1.8\cdot2=3.6$ where $4$ is required.

For Schubert's update, $s(1)=(1,2)$ and $s(2)=(0,2)$, with squared norms $5$ and $4$. The coefficients are $c_1=1$ and $c_2=\tfrac12$, so

$$B^+=\begin{pmatrix}2&2\\0&2\end{pmatrix},\qquad B^+s=\begin{pmatrix}6\\4\end{pmatrix}.$$

The squared change is $\|B^+-B\|_F^2=5+1=6$. Another supported solution is

$$A=\begin{pmatrix}6&0\\0&2\end{pmatrix},$$

with $\|A-B\|_F^2=26$ and $\|A-B^+\|_F^2=20$. The right angle shows as $26=20+6$. If $A$ is the true matrix, the update has reduced the squared error from $26$ to $20$.

## Broyden's correction when every entry is allowed

If every $S_i$ contains all columns, then $s(i)=s$ for each row. Multiplying the correction by $s\cdot s$ gives

$$(s\cdot s)\,(B^+-B)_{ij}=(s\cdot s)\,c_i\,s_j=(y-Bs)_i\,s_j ,$$

which is the $(i,j)$ entry of $(y-Bs)\,s^{T}$, written `Matrix.vecMulVec (y - B *ᵥ s) s`. For $s\neq0$, dividing by $s\cdot s$ recovers Broyden's rank-one correction. In the undivided form the identity also holds for $s=0$, where both sides vanish. The proof treats that case separately and otherwise multiplies the relation for $c_i$ by $s_j$.

```lean
/-- For the full pattern, the correction times the squared norm of the step is Broyden's
rank-one matrix, the residual times the transposed step. -/
theorem schubert_full_pattern (B : Matrix m n ℝ) (s : n → ℝ) (y : m → ℝ) :
    (s ⬝ᵥ s) • (schubert (fun _ => Finset.univ) B s y - B)
      = Matrix.vecMulVec (y - B *ᵥ s) s := by
  ext i j
  have hr : restrict (fun _ : m => (Finset.univ : Finset n)) s i = s := by
    funext k
    simp [restrict]
  have hd : s ⬝ᵥ s = ∑ k, s k ^ 2 := by simp only [dotProduct, pow_two]
  simp only [Matrix.smul_apply, Matrix.sub_apply, Matrix.vecMulVec_apply, smul_eq_mul,
    schubert, hr, hd]
  by_cases hs : s = 0
  · simp [hs]
  · have hg := rowCoeff_mul (S := fun _ : m => (Finset.univ : Finset n)) (s := s) B y
      (i := i) (by rw [hr]; exact hs)
    rw [hr] at hg
    linear_combination s j * hg

end

end SchubertUpdate
```

```lean
#print axioms SchubertUpdate.schubert_unique_closest
-- 'SchubertUpdate.schubert_unique_closest' depends on axioms: [propext, Classical.choice, Quot.sound]
#print axioms SchubertUpdate.schubert_error_decreases
-- 'SchubertUpdate.schubert_error_decreases' depends on axioms: [propext, Classical.choice, Quot.sound]
#print axioms SchubertUpdate.schubert_full_pattern
-- 'SchubertUpdate.schubert_full_pattern' depends on axioms: [propext, Classical.choice, Quot.sound]
```
